# A pairwise sweep over m distinct orbitals has m(m−1)/2 planes, each labelled by two different orbitals

A sweep pairs each orbital in a finite list with every later one, and each pair labels a plane. The theorem says that if the list has m entries and no repetitions, the sweep contains m(m−1)/2 pairs, and the two members of each pair are different. The orbitals here are elements of an arbitrary type: no wavefunctions, inner products or rotations enter the statement. The proof rewrites the count as the binomial coefficient "m choose 2" and proceeds by induction on the list, using Pascal's rule for the count and treating pairs that contain the first orbital separately from the rest.

The first attempt, which Lean rejects:

```lean
import Mathlib

open Matrix

namespace SweepPlanesCount

noncomputable section

/-- The planes of one sweep over a list of orbitals: the first orbital is paired with each
later one, then the second with each later one, and so on. -/
def sweepPlanes {α : Type*} : List α → List (α × α)
  | [] => []
  | p :: t => t.map (fun q => (p, q)) ++ sweepPlanes t

/-- A sweep over `m` different orbitals has `m(m-1)/2` planes, each spanned by two distinct
orbitals. -/
theorem sweepPlanes_count {α : Type*} (l : List α) (hl : l.Nodup) :
    (sweepPlanes l).length = l.length * (l.length - 1) / 2 ∧
      ∀ x ∈ sweepPlanes l, x.1 ≠ x.2 := by
  rw [← Nat.choose_two_right]
  induction l with
  | nil => simp [sweepPlanes]
  | cons p t ih =>
    obtain ⟨hpt, hnt⟩ := List.nodup_cons.mp hl
    obtain ⟨hlen, hne⟩ := ih hnt
    constructor
    · simp only [sweepPlanes, List.length_append, List.length_map, List.length_cons, hlen]
      have h := Nat.choose_succ_succ' t.length 1
      rw [Nat.choose_one_right] at h
      exact h.symm
    · intro x hx
      rcases List.mem_append.mp hx with h | h
      · obtain ⟨q, hq, rfl⟩ := List.mem_map.mp h
        exact fun h => hpt (h ▸ hq)
      · exact hne x h

end

end SweepPlanesCount
```

Messages:

```
Main.lean:34:28: error: invalid `▸` notation, expected result type of cast is 
  p ∈ t
however, the equality 
  h
of type 
  (p, q).1 = (p, q).2
does not contain the expected result type on either the left or the right hand side
```

Diagnosis. The error is in the distinctness part, for a pair `(p, q)` with `q` in the tail `t`. Assuming the two members equal should give `p ∈ t` from `hq : q ∈ t`, contradicting `hpt`. But the assumption `h` has type `(p, q).1 = (p, q).2`, with the projections unreduced. The `▸` notation tries to use `h` to rewrite the expected type `p ∈ t`, and finds neither `(p, q).1` nor `(p, q).2` there. That is what the message reports, though its wording puts the containment the other way round.

The two sides of `h` are equal by definition to `p` and `q`, so Lean accepts `have hpq : p = q := h`. This restated equality has a left side that does occur in `hpt`, and `rw [hpq] at hpt` turns `p ∉ t` into `q ∉ t`, which `hq` contradicts directly. Replacing `fun h =>` by `intro h` only changes the layout of the proof.

This version goes through:

```diff
@@ -32,5 +32,8 @@
       rcases List.mem_append.mp hx with h | h
       · obtain ⟨q, hq, rfl⟩ := List.mem_map.mp h
-        exact fun h => hpt (h ▸ hq)
+        intro h
+        have hpq : p = q := h
+        rw [hpq] at hpt
+        exact hpt hq
       · exact hne x h
 
```
